# Inverse-CDF sampling of an energy fraction from a 1/e² envelope on [e0, 1/2]

The sampler here turns a number r in [0, 1] into a proposed energy fraction e0 / (1 − r(1 − 2e0)), where 0 < e0 < 1/2. The theorem says that this value lies in [e0, 1/2], and that the sampler and the distribution function of the density proportional to 1/e², normalised on that interval, are inverse to each other, in both orders. The proof puts the distribution function in closed form and checks each composition by algebra. For the composition that starts from an energy fraction x, it first shows, in `hr`, that the distribution function at x times 1 − 2e0 is 1 − e0/x, so that the sampler's denominator becomes e0/x.

As first written in Lean, the proof fails:

```lean
import Mathlib

open Filter Topology

namespace SamplerInvertsEnvelopeCDF

noncomputable section

/-- The envelope `1 / e ^ 2` normalised on `[e0, 1/2]`, for `0 < e0 < 1/2` and `e ≠ 0`. -/
def envelopeDensity (e0 e : ℝ) : ℝ := 1 / e ^ 2 / ∫ t in e0..(1 / 2), 1 / t ^ 2

/-- The distribution function of the envelope, for `0 < e0 < 1/2` and `e0 ≤ x ≤ 1/2`. -/
def envelopeCDF (e0 x : ℝ) : ℝ := ∫ t in e0..x, envelopeDensity e0 t

/-- The energy fraction proposed for a random number `r` in `[0, 1]`, with `0 < e0 < 1/2`. -/
def sampler (e0 r : ℝ) : ℝ := e0 / (1 - r * (1 - 2 * e0))

/-- The area under the envelope `1 / t ^ 2` between `a` and `b` is `1 / a - 1 / b`,
for `0 < a ≤ b`. -/
theorem integral_envelope {a b : ℝ} (ha : 0 < a) (hab : a ≤ b) :
    ∫ t in a..b, 1 / t ^ 2 = 1 / a - 1 / b := by
  have hpos : ∀ t ∈ Set.uIcc a b, t ≠ 0 := by
    intro t ht
    rw [Set.uIcc_of_le hab] at ht
    exact (lt_of_lt_of_le ha ht.1).ne'
  have hd : ∀ t ∈ Set.uIcc a b, HasDerivAt (fun t : ℝ => -t⁻¹) (1 / t ^ 2) t := by
    intro t ht
    have h : HasDerivAt (fun t : ℝ => -t⁻¹) (-(-(t ^ 2)⁻¹)) t :=
      (hasDerivAt_inv (hpos t ht)).neg
    exact h.congr_deriv (by rw [neg_neg, one_div])
  have hc : ContinuousOn (fun t : ℝ => 1 / t ^ 2) (Set.uIcc a b) :=
    ContinuousOn.div continuousOn_const (by fun_prop) fun t ht => pow_ne_zero 2 (hpos t ht)
  rw [intervalIntegral.integral_eq_sub_of_hasDerivAt hd hc.intervalIntegrable]
  ring

/-- The integral `envelopeCDF e0 x` in closed form, for `0 < e0 < 1/2` and `e0 ≤ x`. -/
theorem envelopeCDF_eq {e0 x : ℝ} (h0 : 0 < e0) (h2 : e0 < 1 / 2) (hx : e0 ≤ x) :
    envelopeCDF e0 x = (1 / e0 - 1 / x) / ((1 - 2 * e0) / e0) := by
  have h : 1 / e0 - 1 / (1 / 2) = (1 - 2 * e0) / e0 := by
    rw [one_div_one_div, sub_div, mul_div_cancel_right₀ _ h0.ne']
  unfold envelopeCDF envelopeDensity
  rw [intervalIntegral.integral_div, integral_envelope h0 hx, integral_envelope h0 h2.le, h]

/-- For `0 < e0 < 1/2`, the sampler maps `[0, 1]` into `[e0, 1/2]`. Applying `envelopeCDF` after the
sampler gives back every `r` in `[0, 1]`, and applying the sampler after `envelopeCDF` gives back
every `x` in `[e0, 1/2]`. -/
theorem sampler_inverts_envelopeCDF {e0 : ℝ} (h0 : 0 < e0) (h2 : e0 < 1 / 2) :
    (∀ r ∈ Set.Icc (0 : ℝ) 1,
      sampler e0 r ∈ Set.Icc e0 (1 / 2) ∧ envelopeCDF e0 (sampler e0 r) = r) ∧
    ∀ x ∈ Set.Icc e0 (1 / 2), sampler e0 (envelopeCDF e0 x) = x := by
  have hw : 0 < 1 - 2 * e0 := by linarith
  constructor
  · rintro r ⟨hr0, hr1⟩
    have hr : 0 ≤ r * (1 - 2 * e0) := mul_nonneg hr0 hw.le
    have hr' : r * (1 - 2 * e0) ≤ 1 - 2 * e0 := mul_le_of_le_one_left hw.le hr1
    have hD : 0 < 1 - r * (1 - 2 * e0) := by linarith
    have hlow : e0 ≤ sampler e0 r := by
      unfold sampler
      rw [le_div_iff₀ hD]
      exact mul_le_of_le_one_right h0.le (by linarith)
    refine ⟨⟨hlow, ?_⟩, ?_⟩
    · unfold sampler
      rw [div_le_iff₀ hD]
      linarith
    · rw [envelopeCDF_eq h0 h2 hlow, div_eq_iff (div_pos hw h0).ne']
      unfold sampler
      rw [one_div_div]
      ring
  · rintro x ⟨hx, -⟩
    have hx0 : 0 < x := by linarith
    have hne : 1 - 2 * e0 ≠ 0 := hw.ne'
    -- the denominator of the sampler becomes e0 / x
    have hr : (1 / e0 - 1 / x) / ((1 - 2 * e0) / e0) * (1 - 2 * e0) = 1 - e0 / x := by
      field_simp
    rw [envelopeCDF_eq h0 h2 hx]
    unfold sampler
    rw [hr, sub_sub_cancel, div_div_eq_mul_div, mul_div_cancel_left₀ _ h0.ne']

end

end SamplerInvertsEnvelopeCDF
```

The error:

```
Main.lean:73:84: error: unsolved goals
e0 : ℝ
h0 : 0 < e0
h2 : e0 < 1 / 2
hw : 0 < 1 - 2 * e0
x : ℝ
hx : e0 ≤ x
hx0 : 0 < x
hne : 1 - 2 * e0 ≠ 0
⊢ (x - e0) * (1 - e0 * 2) / (1 - e0 * 2) = x - e0
```

The error is in the proof of `hr`, where `field_simp` clears e0 and x but leaves a goal with `1 - e0 * 2` both as a factor and as a denominator on the left. Cancelling the two requires knowing that this expression is nonzero. The hypothesis `hne` says so, but of `1 - 2 * e0`. The two are equal, but `field_simp` has reordered the product inside the difference, so `hne` no longer matches the expression as written, and the cancellation is not made.

The repair proves the identity first for an arbitrary nonzero real `w` in place of `1 - 2 * e0`. A variable has no inner product to reorder, so the hypothesis `w ≠ 0` still matches and `field_simp` cancels `w` and closes the goal. Applying `key` to `1 - 2 * e0` and `hne` then gives `hr` in its original form, which the later rewrite needs.

As a diff, the version that Lean accepts:

```diff
@@ -71,6 +71,8 @@
     have hne : 1 - 2 * e0 ≠ 0 := hw.ne'
     -- the denominator of the sampler becomes e0 / x
-    have hr : (1 / e0 - 1 / x) / ((1 - 2 * e0) / e0) * (1 - 2 * e0) = 1 - e0 / x := by
+    have key : ∀ w : ℝ, w ≠ 0 → (1 / e0 - 1 / x) / (w / e0) * w = 1 - e0 / x := by
+      intro w hw0
       field_simp
+    have hr := key (1 - 2 * e0) hne
     rw [envelopeCDF_eq h0 h2 hx]
     unfold sampler
```
